# A fermionic one-body observable: its second moment from g and D, and the variance bound

Take a single fermionic mode with annihilation operator \(a\), so that \(aa=0\) and \(aa^*+a^*a=1\). Let \(w\) denote the expectation value in some state, and put \(N=a^*a\) and \(g=w(N)\). Moving the inner \(a\) past \(a^*\) gives

\[
N^2=a^*(aa^*)a=a^*(1-a^*a)a=a^*a-a^*a^*aa=N .
\]

The mean of \((N-g)^2\) is therefore \(g-g^2\). It cannot be negative, so \(g^2\le g\), and the occupation lies between 0 and 1. With several modes the argument is the same, except that the normal-ordered term survives and brings in the two-particle density matrix.

## Modes, states and density matrices

The operators live in a ring `R` with an adjoint `star`. The modes are labelled by a type `n`.

In Lean 4 with Mathlib:

```lean
import Mathlib

open scoped ComplexOrder

namespace OneBodyVariance

noncomputable section

variable {n R : Type*} [DecidableEq n] [Ring R] [StarRing R]
```

The operators \(a_i\) satisfy the canonical anticommutation relations (CAR)

\[
a_ia_j+a_ja_i=0,\qquad a_ia_j^*+a_j^*a_i=\delta_{ij}.
\]

```lean
/-- The canonical anticommutation relations for annihilation operators `a i`, with
creation operators `star (a i)`. -/
structure IsCAR (a : n → R) : Prop where
  anti : ∀ i j, a i * a j + a j * a i = 0
  mixed : ∀ i j, a i * star (a j) + star (a j) * a i = if i = j then 1 else 0
```

`R` is now also taken to be a complex algebra. A state is a linear functional with \(w(1)=1\) and \(w(x^*x)\ge 0\) for all \(x\). The order on \(\mathbb C\) is the one in which \(u\le v\) means that \(v-u\) is real and nonnegative.

```lean
variable [Algebra ℂ R]

/-- A state: a normalised positive linear functional on the operator algebra. -/
structure IsState (w : R →ₗ[ℂ] ℂ) : Prop where
  one : w 1 = 1
  pos : ∀ x, 0 ≤ w (star x * x)
```

The state could also have been modelled as a density operator \(\rho\) on Fock space, with \(w(X)=\operatorname{tr}(\rho X)\). For finitely many modes that is a special case of `IsState`. It would supply a concrete \(\rho\) to diagonalise, but would tie the theorem to one representation. Neither version fixes the particle number.

The one-particle density matrix is \(g(i,k)=w(a_i^*a_k)\); some texts use its transpose.

```lean
/-- The one-particle density matrix `g(i,k) = w(a_i* a_k)`. -/
def oneRDM (w : R →ₗ[ℂ] ℂ) (a : n → R) (i k : n) : ℂ := w (star (a i) * a k)
```

In the two-particle density matrix \(D(ij,kl)=w(a_i^*a_j^*a_la_k)\), the last two operators stand in reversed order and there is no factor \(1/2\).

```lean
/-- The two-particle density matrix `D(ij,kl) = w(a_i* a_j* a_l a_k)`. -/
def twoRDM (w : R →ₗ[ℂ] ℂ) (a : n → R) (i j k l : n) : ℂ :=
  w (star (a i) * star (a j) * a l * a k)
```

From here on the set of modes is finite. A coefficient matrix \(A\) defines the one-body operator \(\hat A=\sum_{ik}A_{ik}\,a_i^*a_k\), written `oneBody a A`.

```lean
variable [Fintype n]

/-- The one-body operator `∑ A(i,k) a_i* a_k` with coefficient matrix `A`. -/
def oneBody (a : n → R) (A : Matrix n n ℂ) : R :=
  ∑ i, ∑ k, A i k • (star (a i) * a k)
```

## Normal ordering a product

For a single term, the mixed relation followed by \(a_ka_l=-a_la_k\) gives

\[
a_i^*a_k\,a_j^*a_l=\delta_{kj}\,a_i^*a_l-a_i^*a_j^*a_ka_l
=\delta_{kj}\,a_i^*a_l+a_i^*a_j^*a_la_k .
\]

Multiply by \(A_{ik}B_{jl}\) and sum. The delta sets \(j=k\), and \(\sum_kA_{ik}B_{kl}=(AB)_{il}\), so

\[
\hat A\hat B=\widehat{AB}+\sum_{ikjl}A_{ik}B_{jl}\,a_i^*a_j^*a_la_k .
\]

In the proof, `order` is the single-term identity, `hterm` attaches the coefficients, and `hk` carries out the sum over \(j\). Neither matrix needs to be Hermitian.

```lean
/-- For CAR operators, the product of two one-body operators is a one-body operator with the
product matrix plus a normal-ordered two-body operator. -/
theorem oneBody_mul {a : n → R} (h : IsCAR a) (A B : Matrix n n ℂ) :
    oneBody a A * oneBody a B = oneBody a (A * B) +
      ∑ i, ∑ k, ∑ j, ∑ l, (A i k * B j l) • (star (a i) * star (a j) * a l * a k) := by
  -- normal ordering of a single term
  have order : ∀ i k j l, star (a i) * a k * (star (a j) * a l) =
      star (a i) * (if k = j then 1 else 0) * a l
        + star (a i) * star (a j) * a l * a k := by
    intro i k j l
    have e1 := eq_sub_of_add_eq (h.mixed k j)
    have e2 := eq_neg_of_add_eq_zero_left (h.anti k l)
    calc star (a i) * a k * (star (a j) * a l)
        = star (a i) * (a k * star (a j)) * a l := by simp only [mul_assoc]
      _ = star (a i) * (if k = j then 1 else 0) * a l
          - star (a i) * star (a j) * (a k * a l) := by
        rw [e1]; simp only [mul_sub, sub_mul, mul_assoc]
      _ = _ := by rw [e2]; simp only [mul_neg, sub_neg_eq_add, mul_assoc]
  have hterm : ∀ i k j l,
      (A i k • (star (a i) * a k)) * (B j l • (star (a j) * a l)) =
      (A i k * B j l) • (star (a i) * (if k = j then 1 else 0) * a l)
        + (A i k * B j l) • (star (a i) * star (a j) * a l * a k) := by
    intro i k j l
    rw [smul_mul_assoc, mul_smul_comm, smul_smul, order, smul_add]
  -- the contraction sets `j = k`
  have hk : ∀ i k, ∑ j, ∑ l,
      (A i k * B j l) • (star (a i) * (if k = j then 1 else 0) * a l) =
      ∑ l, (A i k * B k l) • (star (a i) * a l) := by
    intro i k
    rw [Finset.sum_eq_single k]
    · simp
    · intro j _ hj
      simp [hj.symm]
    · simp
  unfold oneBody
  simp only [Finset.sum_mul]
  simp only [Finset.mul_sum]
  simp only [hterm, Finset.sum_add_distrib, hk, Matrix.mul_apply, Finset.sum_smul]
  congr 1
  exact Finset.sum_congr rfl fun i _ => Finset.sum_comm
```

Linearity of \(w\) turns operator identities into identities for density matrices. For the mean,

\[
w(\hat A)=\sum_{ik}A_{ik}\,g(i,k).
\]

```lean
omit [DecidableEq n] in
/-- The mean of a one-body operator is the contraction of its matrix with `g`. -/
theorem mean_oneBody (w : R →ₗ[ℂ] ℂ) (a : n → R) (A : Matrix n n ℂ) :
    w (oneBody a A) = ∑ i, ∑ k, A i k * oneRDM w a i k := by
  simp only [oneBody, oneRDM, map_sum, map_smul, smul_eq_mul]
```

Applied to the normal-ordered product, it gives

\[
w(\hat A\hat B)=\sum_{ik}(AB)_{ik}\,g(i,k)+\sum_{ikjl}A_{ik}B_{jl}\,D(ij,kl).
\]

These two formulas use only the linearity of \(w\), not its positivity.

```lean
/-- For CAR operators, the mean of a product of two one-body operators is fixed by the one-
and two-particle density matrices. -/
theorem mean_oneBody_mul (w : R →ₗ[ℂ] ℂ) {a : n → R} (h : IsCAR a) (A B : Matrix n n ℂ) :
    w (oneBody a A * oneBody a B) = ∑ i, ∑ k, (A * B) i k * oneRDM w a i k +
      ∑ i, ∑ k, ∑ j, ∑ l, A i k * B j l * twoRDM w a i j k l := by
  rw [oneBody_mul h]
  simp only [oneBody, oneRDM, twoRDM, map_add, map_sum, map_smul, smul_eq_mul]
```

## Real means and a nonnegative variance

If \(A\) is Hermitian, then

\[
\hat A^*=\sum_{ik}\overline{A_{ik}}\,a_k^*a_i=\sum_{ik}A_{ki}\,a_k^*a_i=\hat A .
\]

The assumption `StarModule` says that the adjoint conjugates scalars.

```lean
variable [StarModule ℂ R]

omit [DecidableEq n] in
/-- A one-body operator with Hermitian coefficient matrix is self-adjoint. -/
theorem star_oneBody (a : n → R) {A : Matrix n n ℂ} (hA : A.IsHermitian) :
    star (oneBody a A) = oneBody a A := by
  unfold oneBody
  simp only [star_sum, star_smul, star_mul, star_star, hA.apply]
  exact Finset.sum_comm
```

A self-adjoint operator should have a real mean, and this follows from positivity. With \(i\) here the imaginary unit and not a mode label, expand

\[
(x+1)^*(x+1)=x^*x+x^*+x+1,\qquad
(x+i)^*(x+i)=x^*x+ix^*-ix+1 .
\]

The means of both left-hand sides and of \(x^*x\) are real. The first identity therefore gives \(\operatorname{Im}w(x^*)=-\operatorname{Im}w(x)\), and the second gives \(\operatorname{Re}w(x^*)=\operatorname{Re}w(x)\). Together they say \(w(x^*)=\overline{w(x)}\). The hypotheses `i0`, `i1` and `i2` record the three vanishing imaginary parts.

```lean
/-- In a state, the mean of the adjoint is the complex conjugate of the mean. -/
theorem IsState.map_star {w : R →ₗ[ℂ] ℂ} (hw : IsState w) (x : R) :
    w (star x) = star (w x) := by
  have e1 : star (x + 1) * (x + 1) = star x * x + star x + x + 1 := by
    rw [star_add, star_one]; noncomm_ring
  have e2 : star (x + Complex.I • (1 : R)) * (x + Complex.I • (1 : R)) =
      star x * x + Complex.I • star x - Complex.I • x + 1 := by
    simp only [star_add, star_smul, star_one, Complex.star_def, Complex.conj_I, add_mul,
      mul_add, smul_mul_assoc, mul_smul_comm, one_mul, mul_one, smul_smul, neg_mul, neg_smul,
      Complex.I_mul_I, neg_neg, one_smul, smul_add, smul_neg]
    abel
  -- positive numbers have no imaginary part
  have i0 := (Complex.nonneg_iff.mp (hw.pos x)).2
  have i1 := (Complex.nonneg_iff.mp (hw.pos (x + 1))).2
  have i2 := (Complex.nonneg_iff.mp (hw.pos (x + Complex.I • (1 : R)))).2
  rw [e1] at i1
  rw [e2] at i2
  simp only [map_add, hw.one, Complex.add_im, Complex.one_im] at i1
  simp only [map_add, map_sub, map_smul, smul_eq_mul, hw.one, Complex.add_im, Complex.sub_im,
    Complex.mul_im, Complex.I_re, Complex.I_im, Complex.one_im] at i2
  apply Complex.ext
  · rw [Complex.star_def, Complex.conj_re]; linarith
  · rw [Complex.star_def, Complex.conj_im]; linarith
```

For self-adjoint \(X\) the number \(m=w(X)\) is thus real, and

\[
w\big((X-m)^*(X-m)\big)=w(X^2)-2m\,w(X)+m^2=w(X^2)-w(X)^2 .
\]

```lean
/-- For a self-adjoint operator `X` in a state, the mean square of `X - w(X)` is
`w(X²) - w(X)²`. -/
theorem variance_eq {w : R →ₗ[ℂ] ℂ} (hw : IsState w) {X : R} (hX : star X = X) :
    w (star (X - w X • (1 : R)) * (X - w X • (1 : R))) = w (X * X) - w X ^ 2 := by
  have hm : star (w X) = w X := by rw [← hw.map_star, hX]
  have e : (X - w X • (1 : R)) * (X - w X • (1 : R)) =
      X * X - (2 * w X) • X + (w X * w X) • (1 : R) := by
    simp only [sub_mul, mul_sub, smul_mul_assoc, mul_smul_comm, one_mul, mul_one]
    module
  rw [star_sub, star_smul, star_one, hX, hm, e]
  simp only [map_add, map_sub, map_smul, smul_eq_mul, hw.one]
  ring
```

## The bound on g and D

With \(X=\hat A\), positivity makes the variance nonnegative. The second-moment formula then gives

\[
\Big(\sum_{ik}A_{ik}g(i,k)\Big)^2\le
\sum_{ik}(A^2)_{ik}\,g(i,k)+\sum_{ikjl}A_{ik}A_{jl}\,D(ij,kl).
\]

The theorem assumes a state (`hw`), operators obeying the CAR (`h`) and a Hermitian matrix (`hA`). Its three conclusions are that the mean is real, that the right-hand side above equals \(w(\hat A^2)\), and that the inequality holds. The proof rewrites the sums as \(w(\hat A)\) and \(w(\hat A^2)\), then applies positivity to \(\hat A-w(\hat A)\).

In electronic-structure methods that vary \(D\) in place of a wavefunction, this is a necessary condition on trial matrices for finitely many modes; it does not guarantee that a state with those matrices exists. A stronger condition asks that \(w\big((\hat A-c)^*(\hat A-c)\big)\), computed from the trial \(g\) and \(D\), be nonnegative for every complex matrix \(A\) and every complex number \(c\), and not only for Hermitian \(A\). This is the G condition in a form that allows the particle number to vary.

```lean
/-- For CAR operators, a state and a Hermitian matrix `A`, the mean of `∑ A(i,k) a_i* a_k` is
real, its second moment is given by `g` and `D`, and it is at least the squared mean. -/
theorem one_body_variance_bound {w : R →ₗ[ℂ] ℂ} (hw : IsState w) {a : n → R} (h : IsCAR a)
    {A : Matrix n n ℂ} (hA : A.IsHermitian) :
    (∑ i, ∑ k, A i k * oneRDM w a i k).im = 0 ∧
    w (oneBody a A * oneBody a A) = ∑ i, ∑ k, (A * A) i k * oneRDM w a i k +
      ∑ i, ∑ k, ∑ j, ∑ l, A i k * A j l * twoRDM w a i j k l ∧
    (∑ i, ∑ k, A i k * oneRDM w a i k) ^ 2 ≤ ∑ i, ∑ k, (A * A) i k * oneRDM w a i k +
      ∑ i, ∑ k, ∑ j, ∑ l, A i k * A j l * twoRDM w a i j k l := by
  have hX := star_oneBody a hA
  rw [← mean_oneBody w a A, ← mean_oneBody_mul w h A A]
  refine ⟨?_, rfl, ?_⟩
  · have hm := congrArg Complex.im (hw.map_star (oneBody a A))
    rw [hX, Complex.star_def, Complex.conj_im] at hm
    linarith
  · have hv := hw.pos (oneBody a A - w (oneBody a A) • (1 : R))
    rw [variance_eq hw hX] at hv
    exact sub_nonneg.mp hv
```

For \(A=1\) the operator is the particle number, and the double and fourfold sums collapse to traces:

\[
\Big(\sum_i g(i,i)\Big)^2\le\sum_i g(i,i)+\sum_{ij}D(ij,ij).
\]

```lean
/-- For CAR operators and a state, the traces of `g` and `D` satisfy
`(∑ g(i,i))² ≤ ∑ g(i,i) + ∑ D(ij,ij)`. -/
theorem particle_number_bound {w : R →ₗ[ℂ] ℂ} (hw : IsState w) {a : n → R} (h : IsCAR a) :
    (∑ i, oneRDM w a i i) ^ 2 ≤ ∑ i, oneRDM w a i i + ∑ i, ∑ j, twoRDM w a i j i j := by
  have hb := (one_body_variance_bound hw h (A := 1) Matrix.isHermitian_one).2.2
  have e1 : ∑ i, ∑ k, (1 : Matrix n n ℂ) i k * oneRDM w a i k = ∑ i, oneRDM w a i i := by
    simp [Matrix.one_apply]
  have e2 : ∀ i, ∑ k, ∑ j, ∑ l, (1 : Matrix n n ℂ) i k * (1 : Matrix n n ℂ) j l *
      twoRDM w a i j k l = ∑ j, twoRDM w a i j i j := by
    intro i
    rw [Finset.sum_eq_single i]
    · simp [Matrix.one_apply]
    · intro k _ hk
      simp [Matrix.one_apply, hk.symm]
    · simp
  simp only [mul_one, e1, e2] at hb
  exact hb
```

## Two modes at infinite temperature

A concrete system satisfies all the assumptions. Number the modes 0 and 1, and order the Fock basis as vacuum, mode 0 filled, mode 1 filled, both filled. The entry \(-1\) in the second matrix is the fermionic sign that makes the two operators anticommute.

```lean
/-- Annihilation operators of two fermionic modes on the four-dimensional Fock space. -/
def twoModes : Fin 2 → Matrix (Fin 4) (Fin 4) ℂ :=
  ![!![0, 1, 0, 0; 0, 0, 0, 0; 0, 0, 0, 1; 0, 0, 0, 0],
    !![0, 0, 1, 0; 0, 0, 0, -1; 0, 0, 0, 0; 0, 0, 0, 0]]
```

The state \(w(X)=\tfrac14\operatorname{tr}X\) gives the four basis states equal weight.

```lean
/-- The normalised trace on the four-dimensional Fock space. -/
def mixedState : Matrix (Fin 4) (Fin 4) ℂ →ₗ[ℂ] ℂ :=
  ((1 / 4 : ℝ) : ℂ) • Matrix.traceLinearMap (Fin 4) ℂ ℂ
```

The anticommutation relations are checked entry by entry. Normalisation is \(\tfrac14\operatorname{tr}1=1\), and positivity follows from \(\operatorname{tr}(X^*X)=\sum_{ij}|X_{ji}|^2\ge0\). In this state the mean particle number is 1 and the trace of \(D\) is \(\tfrac12\), so the particle-number inequality reads \(1\le\tfrac32\).

```lean
set_option maxHeartbeats 400000 in
/-- The two explicit modes satisfy the CAR, and the normalised trace is a state. -/
theorem car_state_witness : IsCAR twoModes ∧ IsState mixedState := by
  refine ⟨⟨?_, ?_⟩, ⟨?_, ?_⟩⟩
  · intro i j
    ext p q
    fin_cases i <;> fin_cases j <;> fin_cases p <;> fin_cases q <;>
      simp [twoModes]
  · intro i j
    ext p q
    -- expand products and adjoints entrywise before inserting the matrices
    simp only [Matrix.add_apply, Matrix.mul_apply, Fin.sum_univ_four, Matrix.star_apply]
    fin_cases i <;> fin_cases j <;> fin_cases p <;> fin_cases q <;>
      simp [twoModes]
  · simp [mixedState, Matrix.trace_one]
  · intro X
    have ht : 0 ≤ Matrix.trace (star X * X) := by
      simp only [Matrix.trace, Matrix.diag_apply, Matrix.mul_apply]
      exact Finset.sum_nonneg fun i _ => Finset.sum_nonneg fun j _ =>
        star_mul_self_nonneg (X j i)
    have hq : (0 : ℂ) ≤ ((1 / 4 : ℝ) : ℂ) := Complex.zero_le_real.mpr (by norm_num)
    exact mul_nonneg hq ht

end

end OneBodyVariance
```

```lean
#print axioms OneBodyVariance.one_body_variance_bound
#print axioms OneBodyVariance.particle_number_bound
```

```
'OneBodyVariance.one_body_variance_bound' depends on axioms: [propext, Classical.choice, Quot.sound]
'OneBodyVariance.particle_number_bound' depends on axioms: [propext, Classical.choice, Quot.sound]
```
